# Discarded overlap eigenvalues sum to the squared truncation error of a product basis

Pruning the products of radial functions in an LAPW code by the eigenvalues of their overlap matrix can lose part of the product space, and a statement about this loss must fix how it is measured. Here the loss for a function is its distance to the span of the kept eigenmodes, in the norm of the inner product that defines the overlap matrix. A distance to a span does not depend on how the modes are normalised, and it makes sense when the products are linearly dependent. Summed over all the original products, the squared distances equal the sum of the discarded eigenvalues.

## The distance formula, the bound and the sum rule

Let $p_i$ be finitely many vectors in a complex inner product space, with $\langle\cdot,\cdot\rangle$ conjugate-linear in the first argument. For a coefficient vector $c$ write $Ac=\sum_i c_i p_i$. The overlap matrix $G_{ij}=\langle p_i,p_j\rangle$ has orthonormal eigenvectors $v_k$ with eigenvalues $\lambda_k$. For a threshold $\tau$, let $W$ be the span of the modes $Av_k$ with $\lambda_k>\tau$. Then

$$\mathrm{dist}(Ac,W)^2=\sum_{\lambda_k\le\tau}\lambda_k|\langle v_k,c\rangle|^2,\qquad \sum_i \mathrm{dist}(p_i,W)^2=\sum_{\lambda_k\le\tau}\lambda_k ,$$

and for $\tau\ge 0$ the first quantity is at most $\tau\|c\|^2$.

## Pruning radial products in GW and hybrid-functional codes

In GW and hybrid-functional calculations with an LAPW basis, products of two orbitals are often expanded in an auxiliary basis. Inside a muffin-tin sphere, the raw candidates for one angular momentum are products of radial functions, and many of them are nearly linearly dependent. A common remedy is to diagonalise their overlap matrix and drop the modes with small eigenvalues. For such a finite set of products, the sum rule gives the total squared loss directly from the eigenvalues, with no projection to compute.

The threshold limits a squared norm: $\tau=10^{-4}$ allows an error of norm up to $10^{-2}\|c\|$. The word "mixed" in "mixed product basis" refers to the additional interstitial plane waves, which play no part here.

## From the eigenvalue equation to the error

Row $i$ of $Gv_k=\lambda_kv_k$ reads

$$\langle p_i,Av_k\rangle=\sum_j\langle p_i,p_j\rangle (v_k)_j=\lambda_k(v_k)_i .$$

Multiplying by $\overline{c_i}$ and summing over $i$ gives

$$\langle Ac,Av_k\rangle=\lambda_k\langle c,v_k\rangle. \tag{1}$$

With $c=v_j$ this shows that the modes are mutually orthogonal and that $\|Av_k\|^2=\lambda_k$, so $\lambda_k\ge0$.

Now expand $c=\sum_k\langle v_k,c\rangle v_k$ and apply (1):

$$\|Ac\|^2=\sum_k\langle v_k,c\rangle\langle Ac,Av_k\rangle=\sum_k\lambda_k|\langle v_k,c\rangle|^2. \tag{2}$$

Let $d=\sum_{\lambda_k\le\tau}\langle v_k,c\rangle v_k$ be the discarded part of $c$. The remainder $Ac-Ad=\sum_{\lambda_k>\tau}\langle v_k,c\rangle Av_k$ lies in $W$. For every kept $k$, (1) gives $\langle Ad,Av_k\rangle=\lambda_k\langle d,v_k\rangle=0$, so $Ad$ is orthogonal to $W$. For any $y\in W$, Pythagoras gives

$$\|Ac-y\|^2=\|Ad\|^2+\|Ac-Ad-y\|^2\ge\|Ad\|^2,$$

with equality at $y=Ac-Ad$. Hence $\mathrm{dist}(Ac,W)=\|Ad\|$, and (2) applied to $d$ is the distance formula.

For the bound, replace each discarded $\lambda_k$ by $\tau$ and use Bessel's inequality, $\sum_{\lambda_k\le\tau}|\langle v_k,c\rangle|^2\le\|c\|^2$; multiplying this by $\tau$ uses $\tau\ge0$. For a negative $\tau$ nothing is discarded, the distance is zero, and the bound fails for every $c\ne0$.

For the sum rule, take $c=e_i$, the $i$-th unit vector. Then $Ae_i=p_i$ and $|\langle v_k,e_i\rangle|^2=|(v_k)_i|^2$. Summing over $i$ and using $\|v_k\|=1$ leaves $\sum_{\lambda_k\le\tau}\lambda_k$.

## Two products with overlap 0.98

Let $p_1,p_2$ be normalised with $\langle p_1,p_2\rangle=0.98$. The eigenvectors are $(1,1)/\sqrt2$ and $(1,-1)/\sqrt2$, with eigenvalues $1.98$ and $0.02$. With $\tau=0.05$ the second mode is dropped and $W$ is spanned by $p_1+p_2$.

The formula gives $\mathrm{dist}(p_1,W)^2=0.02\cdot\tfrac12=0.01$. Directly, the residual is $p_1-\tfrac12(p_1+p_2)=\tfrac12(p_1-p_2)$, with squared norm $\tfrac14(2-1.96)=0.01$. The same holds for $p_2$, and the two squared distances add up to the discarded eigenvalue $0.02$. The bound for each squared distance is $0.05$.

## A transposed overlap matrix

If the products are complex, storing $\langle p_j,p_i\rangle$ in place $(i,j)$ leaves the eigenvalues unchanged but conjugates the eigenvectors. Take $p_1=e$ and $p_2=\mathrm i\,e$ with $\|e\|=1$. The correct eigenvector for $\lambda=2$ is $(1,-\mathrm i)/\sqrt2$, and its mode is $\sqrt2\,e$. The transposed matrix gives $(1,\mathrm i)/\sqrt2$, whose mode is the zero vector. With $\tau=1$ everything is then lost, although the discarded eigenvalue is $0$. Real radial functions hide the error, because their overlap matrix is symmetric.

## The Lean file

```lean
import Mathlib

open Matrix

namespace MixedProductBasis

noncomputable section

variable {ι E : Type*} [Fintype ι] [DecidableEq ι]
  [NormedAddCommGroup E] [InnerProductSpace ℂ E]

/-- The linear map that sends coefficients `c` to the combination `∑ i, c i • p i` of the
product functions `p i`. -/
def combine (p : ι → E) : EuclideanSpace ℂ ι →ₗ[ℂ] E where
  toFun c := ∑ i, c i • p i
  map_add' c d := by simp [add_smul, Finset.sum_add_distrib]
  map_smul' a c := by simp [Finset.smul_sum, mul_smul]

/-- The overlap (Gram) matrix of the product functions. -/
def overlap (p : ι → E) : Matrix ι ι ℂ := Matrix.of fun i j => inner ℂ (p i) (p j)

/-- The orthonormal basis `v` of coefficient space consists of eigenvectors of the overlap
matrix, with eigenvalues `lam`. -/
def IsGramEigenbasis (p : ι → E) (v : OrthonormalBasis ι ℂ (EuclideanSpace ℂ ι))
    (lam : ι → ℝ) : Prop :=
  ∀ k, overlap p *ᵥ (v k).ofLp = (lam k : ℂ) • (v k).ofLp

/-- The reduced product basis: the span of the modes `∑ i, (v k) i • p i` whose eigenvalue
exceeds the threshold `τ`. -/
def keptSpace (p : ι → E) (v : OrthonormalBasis ι ℂ (EuclideanSpace ℂ ι))
    (lam : ι → ℝ) (τ : ℝ) : Submodule ℂ E :=
  Submodule.span ℂ ((fun k => combine p (v k)) '' {k | τ < lam k})

omit [Fintype ι] [DecidableEq ι] in
/-- The overlap matrix is Hermitian. -/
theorem overlap_isHermitian (p : ι → E) : (overlap p).IsHermitian :=
  Matrix.IsHermitian.ext fun i j => inner_conj_symm (p i) (p j)

/-- For every finite family of product functions, the eigenvectors and eigenvalues that the
spectral theorem gives for the overlap matrix form a Gram eigenbasis. -/
theorem isGramEigenbasis_witness (p : ι → E) :
    IsGramEigenbasis p (overlap_isHermitian p).eigenvectorBasis
      (overlap_isHermitian p).eigenvalues := by
  intro k
  refine ((overlap_isHermitian p).mulVec_eigenvectorBasis k).trans ?_
  ext i
  simp

variable {p : ι → E} {v : OrthonormalBasis ι ℂ (EuclideanSpace ℂ ι)} {lam : ι → ℝ}

omit [DecidableEq ι] in
/-- The overlap of any combination with the `k`-th mode is the eigenvalue times the inner
product of the coefficient vectors. -/
theorem inner_combine_mode (h : IsGramEigenbasis p v lam) (c : EuclideanSpace ℂ ι) (k : ι) :
    inner ℂ (combine p c) (combine p (v k)) = (lam k : ℂ) * inner ℂ c (v k) := by
  have hc : ∀ d, combine p d = ∑ i, d i • p i := fun _ => rfl
  -- the eigenvalue equation, read row by row
  have hk : ∀ i, inner ℂ (p i) (combine p (v k)) = (lam k : ℂ) * v k i := by
    intro i
    have hi := congrFun (h k) i
    simp only [Matrix.mulVec, dotProduct, overlap, Matrix.of_apply, Pi.smul_apply,
      smul_eq_mul] at hi
    rw [← hi, hc, inner_sum]
    exact Finset.sum_congr rfl fun j _ => by rw [inner_smul_right, mul_comm]
  rw [hc c, sum_inner, PiLp.inner_apply, Finset.mul_sum]
  refine Finset.sum_congr rfl fun i _ => ?_
  rw [inner_smul_left, hk, RCLike.inner_apply]
  ring

omit [DecidableEq ι] in
/-- The squared norm of a combination is the sum of the eigenvalues weighted by the squared moduli
of the components of its coefficient vector along the eigenvectors. -/
theorem norm_sq_combine (h : IsGramEigenbasis p v lam) (c : EuclideanSpace ℂ ι) :
    ‖combine p c‖ ^ 2 = ∑ k, lam k * ‖inner ℂ (v k) c‖ ^ 2 := by
  have e : combine p c = ∑ k, inner ℂ (v k) c • combine p (v k) := by
    have h1 := congrArg (combine p) (v.sum_repr' c)
    simp only [map_sum, map_smul] at h1
    exact h1.symm
  have key : inner ℂ (combine p c) (combine p c)
      = ((∑ k, lam k * ‖inner ℂ (v k) c‖ ^ 2 : ℝ) : ℂ) := by
    refine (congrArg (fun y => inner ℂ (combine p c) y) e).trans ?_
    simp only [inner_sum]
    push_cast
    refine Finset.sum_congr rfl fun k _ => ?_
    rw [inner_smul_right, inner_combine_mode h, ← inner_conj_symm c (v k)]
    linear_combination (lam k : ℂ) * Complex.mul_conj' (inner ℂ (v k) c)
  rw [← inner_self_eq_norm_sq (𝕜 := ℂ), key]
  exact Complex.ofReal_re _

/-- If `x - r` lies in a subspace and `r` is orthogonal to that subspace, then the distance
from `x` to the subspace is the norm of `r`. -/
theorem infDist_eq_norm_residual (W : Submodule ℂ E) {x r : E} (hx : x - r ∈ W)
    (hr : ∀ w ∈ W, inner ℂ r w = 0) : Metric.infDist x (W : Set E) = ‖r‖ := by
  apply le_antisymm
  · calc Metric.infDist x (W : Set E) ≤ dist x (x - r) := Metric.infDist_le_dist_of_mem hx
      _ = ‖r‖ := by rw [dist_eq_norm, sub_sub_cancel]
  · refine (Metric.le_infDist ⟨_, hx⟩).mpr fun y hy => ?_
    have h0 := hr _ (W.sub_mem hx hy)
    have e : x - y = r + (x - r - y) := by abel
    -- Pythagoras
    have hp := norm_add_sq (𝕜 := ℂ) r (x - r - y)
    rw [h0, map_zero] at hp
    rw [dist_eq_norm, e]
    exact (sq_le_sq₀ (norm_nonneg _) (norm_nonneg _)).mp
      (by linarith [sq_nonneg ‖x - r - y‖])

/-- The squared distance from a combination of product functions to the reduced basis is the sum,
over the discarded modes, of the eigenvalue times the squared modulus of the component of the
coefficient vector along the eigenvector. -/
theorem infDist_sq_eq (h : IsGramEigenbasis p v lam) (τ : ℝ) (c : EuclideanSpace ℂ ι) :
    Metric.infDist (combine p c) (keptSpace p v lam τ : Set E) ^ 2
      = ∑ k with lam k ≤ τ, lam k * ‖inner ℂ (v k) c‖ ^ 2 := by
  -- `d` is the discarded part of the coefficient vector
  obtain ⟨d, hd⟩ : ∃ d, d = ∑ k with lam k ≤ τ, inner ℂ (v k) c • v k := ⟨_, rfl⟩
  have hj : ∀ j, inner ℂ (v j) d = if lam j ≤ τ then inner ℂ (v j) c else 0 := by
    intro j
    simp only [hd, inner_sum, inner_smul_right, orthonormal_iff_ite.mp v.orthonormal,
      mul_ite, mul_one, mul_zero, Finset.sum_ite_eq, Finset.mem_filter, Finset.mem_univ,
      true_and]
  have hw : combine p c - combine p d ∈ keptSpace p v lam τ := by
    have hcd : c - d = ∑ k with ¬ lam k ≤ τ, inner ℂ (v k) c • v k := by
      rw [sub_eq_iff_eq_add', hd, Finset.sum_filter_add_sum_filter_not]
      exact (v.sum_repr' c).symm
    rw [← map_sub, hcd, map_sum]
    refine Submodule.sum_mem _ fun k hk => ?_
    rw [map_smul]
    exact Submodule.smul_mem _ _
      (Submodule.subset_span ⟨k, not_le.mp (Finset.mem_filter.mp hk).2, rfl⟩)
  -- the discarded part is orthogonal to every kept mode
  have hr : ∀ w ∈ keptSpace p v lam τ, inner ℂ (combine p d) w = 0 := by
    intro w hw
    unfold keptSpace at hw
    induction hw using Submodule.span_induction with
    | mem x hx =>
      obtain ⟨k, hk, rfl⟩ := hx
      have hk' : ¬ lam k ≤ τ := not_le.mpr hk
      change inner ℂ (combine p d) (combine p (v k)) = 0
      rw [inner_combine_mode h, ← inner_conj_symm d (v k), hj, if_neg hk', map_zero, mul_zero]
    | zero => exact inner_zero_right _
    | add x y _ _ hx hy => rw [inner_add_right, hx, hy, add_zero]
    | smul a x _ hx => rw [inner_smul_right, hx, mul_zero]
  rw [infDist_eq_norm_residual _ hw hr, norm_sq_combine h d, Finset.sum_filter]
  refine Finset.sum_congr rfl fun k _ => ?_
  rw [hj]
  split_ifs <;> simp

/-- For a threshold `τ ≥ 0`, the squared distance from a combination to the reduced basis is
at most `τ` times the squared norm of its coefficient vector. -/
theorem infDist_sq_le (h : IsGramEigenbasis p v lam) {τ : ℝ} (hτ : 0 ≤ τ)
    (c : EuclideanSpace ℂ ι) :
    Metric.infDist (combine p c) (keptSpace p v lam τ : Set E) ^ 2 ≤ τ * ‖c‖ ^ 2 := by
  rw [infDist_sq_eq h]
  calc ∑ k with lam k ≤ τ, lam k * ‖inner ℂ (v k) c‖ ^ 2
      ≤ ∑ k with lam k ≤ τ, τ * ‖inner ℂ (v k) c‖ ^ 2 :=
        Finset.sum_le_sum fun k hk =>
          mul_le_mul_of_nonneg_right (Finset.mem_filter.mp hk).2 (sq_nonneg _)
    _ = τ * ∑ k with lam k ≤ τ, ‖inner ℂ (v k) c‖ ^ 2 := by rw [Finset.mul_sum]
    _ ≤ τ * ‖c‖ ^ 2 :=
        mul_le_mul_of_nonneg_left (v.orthonormal.sum_inner_products_le c) hτ

/-- The squared distance from a discarded mode to the reduced basis equals the eigenvalue of
that mode. -/
theorem infDist_sq_discarded_mode (h : IsGramEigenbasis p v lam) {τ : ℝ} {k : ι}
    (hk : lam k ≤ τ) :
    Metric.infDist (combine p (v k)) (keptSpace p v lam τ : Set E) ^ 2 = lam k := by
  rw [infDist_sq_eq h, Finset.sum_eq_single k]
  · rw [orthonormal_iff_ite.mp v.orthonormal k k]
    simp
  · intro j _ hj
    rw [orthonormal_iff_ite.mp v.orthonormal j k, if_neg hj]
    simp
  · intro hn
    exact (hn (Finset.mem_filter.mpr ⟨Finset.mem_univ k, hk⟩)).elim

/-- The squared distances from the original product functions to the reduced basis add up to
the sum of the discarded eigenvalues. -/
theorem sum_infDist_sq (h : IsGramEigenbasis p v lam) (τ : ℝ) :
    ∑ i, Metric.infDist (p i) (keptSpace p v lam τ : Set E) ^ 2
      = ∑ k with lam k ≤ τ, lam k := by
  have hp : ∀ i, Metric.infDist (p i) (keptSpace p v lam τ : Set E) ^ 2
      = ∑ k with lam k ≤ τ, lam k * ‖v k i‖ ^ 2 := by
    intro i
    -- `p i` is the combination with a unit coefficient vector
    have hs : combine p (WithLp.toLp 2 fun j => if j = i then (1 : ℂ) else 0) = p i := by
      simp [combine]
    have hi := infDist_sq_eq h τ (WithLp.toLp 2 fun j => if j = i then (1 : ℂ) else 0)
    rw [hs] at hi
    rw [hi]
    refine Finset.sum_congr rfl fun k _ => ?_
    simp [PiLp.inner_apply]
  rw [Finset.sum_congr rfl fun i _ => hp i, Finset.sum_comm]
  refine Finset.sum_congr rfl fun k _ => ?_
  rw [← Finset.mul_sum, ← EuclideanSpace.norm_sq_eq, v.orthonormal.1 k, one_pow, mul_one]

end

end MixedProductBasis
```

```lean
#print axioms MixedProductBasis.infDist_sq_le
-- 'MixedProductBasis.infDist_sq_le' depends on axioms: [propext, Classical.choice, Quot.sound]
#print axioms MixedProductBasis.infDist_sq_discarded_mode
-- 'MixedProductBasis.infDist_sq_discarded_mode' depends on axioms: [propext, Classical.choice, Quot.sound]
#print axioms MixedProductBasis.sum_infDist_sq
-- 'MixedProductBasis.sum_infDist_sq' depends on axioms: [propext, Classical.choice, Quot.sound]
```

## What the theorems say and how they are proved

The space `E` is any complex inner product space, possibly infinite-dimensional, and `ι` is the finite index set of the products. `combine p` is the map $A$, `overlap p` is $G$, and `lam` is $\lambda$. Coefficients live in `EuclideanSpace ℂ ι`, so $\|c\|$ is the ordinary Euclidean norm. `keptSpace` is $W$; a mode with eigenvalue exactly $\tau$ is discarded. `Metric.infDist` is the infimum of the distances to the points of $W$.

The hypothesis `IsGramEigenbasis` is the eigenvalue equation for an orthonormal basis `v`. `isGramEigenbasis_witness` shows that the spectral theorem supplies such a basis for every finite family, dependent or not.

The modes in the file are unnormalised. `infDist_sq_discarded_mode` states that a discarded $Av_k$ has squared distance $\lambda_k$, which is its whole squared length. A code that stores $Av_k/\sqrt{\lambda_k}$ for the kept modes, with $\tau\ge0$, has the same $W$; a discarded mode with $\lambda_k>0$, normalised in this way, is at distance $1$.

The lemmas follow the derivation:

- `inner_combine_mode` is (1). The step `congrFun (h k) i` extracts row $i$ of the eigenvalue equation.
- `norm_sq_combine` is (2). It expands $c$ with `v.sum_repr'` and applies (1) to each term.
- `infDist_eq_norm_residual` is the Pythagoras step for a general subspace, with `norm_add_sq` supplying the identity.
- `infDist_sq_eq` constructs $d$, shows that $Ac-Ad$ lies in $W$, and extends orthogonality from the kept modes to all of $W$ by `Submodule.span_induction`.
- `infDist_sq_le` bounds the eigenvalues termwise and then uses Bessel's inequality, `sum_inner_products_le`.
- `infDist_sq_discarded_mode` sets $c=v_k$, so that orthonormality leaves one term of the sum.
- `sum_infDist_sq` inserts unit coefficient vectors and exchanges the two sums with `Finset.sum_comm`.

The eigenpairs are assumed exact. A diagonalisation routine returns approximate ones, and no perturbation estimate is included, which matters most when $\tau$ is close to the rounding level of the overlap matrix.

The step from here to a real calculation is the passage from the error of a product to the error of an exchange energy or a self-energy. Those quantities involve the Coulomb interaction, and a small distance in the overlap norm has to be converted into a bound on Coulomb matrix elements by a separate argument.
